# The exponential series of a fermionic excitation terminates

Let `d` be a fermionic creation operator, `x` any operator that anticommutes with it, and `t` a scalar amplitude; the lemma says that the exponential series of the excitation `t • (d * x)` has only finitely many nonzero terms. The setting is purely algebraic: `d` and `x` are elements of an algebra `A` over a field `K` of characteristic zero, and all that is assumed of them is `d * d + d * d = 0` and `d * x + x * d = 0`. The attempt first derives Pauli exclusion, `d * d = 0`, and then moves one `d` past `x` to find that `d * x` squares to zero. Since the exponential series terminates exactly when the operator is nilpotent, it remains to check that the square of `t • (d * x)` vanishes too.

The first attempt, which Lean rejects:

```lean
import Mathlib

open Polynomial

namespace BosonNotNilpotent

variable {K A : Type*} [Field K] [Ring A] [Algebra K A]

/-- For `K` of characteristic zero, this says that the exponential series of `T` terminates: all
terms `T ^ n / n!` vanish from some order on. -/
def ExpTerminates (K : Type*) {A : Type*} [Field K] [Ring A] [Algebra K A] (T : A) : Prop :=
  ∃ N : ℕ, ∀ n ≥ N, ((n.factorial : K)⁻¹) • T ^ n = 0

/-- The exponential series of an operator terminates exactly when the operator is nilpotent. -/
theorem expTerminates_iff [CharZero K] (T : A) : ExpTerminates K T ↔ IsNilpotent T := by
  constructor
  · rintro ⟨N, hN⟩
    exact ⟨N, (smul_eq_zero.mp (hN N le_rfl)).resolve_left
      (inv_ne_zero (Nat.cast_ne_zero.mpr N.factorial_ne_zero))⟩
  · rintro ⟨N, hN⟩
    exact ⟨N, fun n hn => by rw [pow_eq_zero_of_le hn hN, smul_zero]⟩

/-- For a fermionic creation operator `d` and an operator `x` anticommuting with it, the
exponential series of the excitation `d x` terminates for every amplitude `t`. -/
theorem fermion_expTerminates [CharZero K] {d x : A} (hd : d * d + d * d = 0)
    (hdx : d * x + x * d = 0) (t : K) : ExpTerminates K (t • (d * x)) := by
  -- Pauli exclusion: the same mode cannot be filled twice
  have hdd : d * d = 0 := by
    have h2 : (2 : K) • (d * d) = 0 := by rw [two_smul]; exact hd
    exact (smul_eq_zero.mp h2).resolve_left two_ne_zero
  have hxd : x * d = -(d * x) := eq_neg_of_add_eq_zero_right hdx
  have hsq : (d * x) ^ 2 = 0 := by
    calc (d * x) ^ 2 = d * (x * d) * x := by simp only [sq, mul_assoc]
      _ = -((d * d) * (x * x)) := by
        rw [hxd]
        simp only [mul_neg, neg_mul, mul_assoc]
      _ = 0 := by rw [hdd, zero_mul, neg_zero]
  rw [expTerminates_iff]
  exact ⟨2, by rw [smul_pow, hsq, smul_zero]⟩

end BosonNotNilpotent
```

Compiling this gives:

```
Main.lean:39:19: error: Ambiguous term
  smul_pow
Possible interpretations:
  _root_.smul_pow : ∀ (r : ?m.212) (x : ?m.213) (n : ℕ), (r • x) ^ n = r ^ n • x ^ n
  
  Polynomial.smul_pow : ?m.214 → ℕ → ?m.212 → ?m.214
Main.lean:39:12: error: unsolved goals
K : Type u_1
A : Type u_2
inst✝³ : Field K
inst✝² : Ring A
inst✝¹ : Algebra K A
inst✝ : CharZero K
d x : A
hd : d * d + d * d = 0
hdx : d * x + x * d = 0
t : K
hdd : d * d = 0
hxd : x * d = -(d * x)
hsq : (d * x) ^ 2 = 0
⊢ (t • (d * x)) ^ 2 = 0
```

Fix (accepted with no message):

```diff
@@ -37,5 +37,5 @@
       _ = 0 := by rw [hdd, zero_mul, neg_zero]
   rw [expTerminates_iff]
-  exact ⟨2, by rw [smul_pow, hsq, smul_zero]⟩
+  exact ⟨2, by rw [_root_.smul_pow, hsq, smul_zero]⟩
 
 end BosonNotNilpotent
```

What went wrong. The error lies in a name, and the mathematics is sound. Because the file has `open Polynomial`, the short name `smul_pow` can mean either `_root_.smul_pow`, the rule `(r • x) ^ n = r ^ n • x ^ n`, or `Polynomial.smul_pow`. Inside `rw` the lemma is given without an expected type that could decide between them, so Lean reports an ambiguous term.

The second message follows from the first. The rewrite did not take place, so the goal `(t • (d * x)) ^ 2 = 0` is left as it was and reported as unsolved.

The diff writes the full name `_root_.smul_pow`, which leaves only one reading. The rewrite now turns the left side into `t ^ 2 • (d * x) ^ 2`, `hsq` replaces the second factor by zero, and `smul_zero` reduces the goal to `0 = 0`, which `rw` closes by itself.
